# The spin-up state saturates the uncertainty relation for the transverse Pauli matrices

The theorem `spin_saturates` concerns a single spin one-half in the pure spin-up state, which it states to be normalised. It says that the average of the commutator of σx (which equals its own adjoint) with σy is 2i, and that the squared modulus of this average equals the product of the connected fluctuations of σx and σy. The connected fluctuation of A is here the average of A†A + AA† less twice the squared modulus of the average of A, which is 2 for each of the two matrices, so the equality reads 4 = 2 · 2. The attempt computes the commutator average and the two fluctuations separately from the explicit vectors and matrices, then substitutes the three values.

Lean 4 with Mathlib refuses this proof:

```lean
import Mathlib

open Matrix

namespace ZeroTemperatureFluctuations

noncomputable section

variable {n : Type*} [Fintype n] [DecidableEq n]

/-- The average of the operator `M` in the pure state `p`. -/
def expval (p : n → ℂ) (M : Matrix n n ℂ) : ℂ := star p ⬝ᵥ (M *ᵥ p)

/-- The average of the commutator of `Aᴴ` with `B` in the state `p`. -/
def orderParameter (p : n → ℂ) (A B : Matrix n n ℂ) : ℂ :=
  expval p (Aᴴ * B - B * Aᴴ)

/-- The symmetrised fluctuation: the average of `Aᴴ A + A Aᴴ`. -/
def fluct (p : n → ℂ) (A : Matrix n n ℂ) : ℝ := (expval p (Aᴴ * A + A * Aᴴ)).re

/-- The connected fluctuation: the symmetrised fluctuation less twice the squared modulus of the
average. -/
def connFluct (p : n → ℂ) (A : Matrix n n ℂ) : ℝ := fluct p A - 2 * ‖expval p A‖ ^ 2

/-- The squared length of a state vector. -/
def lenSq (v : n → ℂ) : ℝ := ∑ i, ‖v i‖ ^ 2

omit [DecidableEq n] in
lemma expval_adjoint_mul (p : n → ℂ) (A B : Matrix n n ℂ) :
    expval p (Aᴴ * B) = star (A *ᵥ p) ⬝ᵥ (B *ᵥ p) := by
  rw [expval, Matrix.star_mulVec, ← Matrix.dotProduct_mulVec, Matrix.mulVec_mulVec]

omit [DecidableEq n] in
/-- The symmetrised fluctuation is the sum of the squared lengths of `A p` and `Aᴴ p`. -/
theorem fluct_eq (p : n → ℂ) (A : Matrix n n ℂ) :
    fluct p A = lenSq (A *ᵥ p) + lenSq (Aᴴ *ᵥ p) := by
  have hs (v : n → ℂ) : star v ⬝ᵥ v = ((lenSq v : ℝ) : ℂ) := by
    simp only [dotProduct, lenSq, Complex.ofReal_sum, Complex.ofReal_pow]
    exact Finset.sum_congr rfl fun i _ => Complex.conj_mul' (v i)
  have h2 := expval_adjoint_mul p Aᴴ Aᴴ
  rw [Matrix.conjTranspose_conjTranspose] at h2
  have h3 : expval p (Aᴴ * A + A * Aᴴ) = expval p (Aᴴ * A) + expval p (A * Aᴴ) := by
    simp only [expval, Matrix.add_mulVec, dotProduct_add]
  rw [fluct, h3, expval_adjoint_mul, h2, hs, hs, Complex.add_re,
    Complex.ofReal_re, Complex.ofReal_re]

/-- The Pauli matrix of the first transverse spin component. -/
def pauliX : Matrix (Fin 2) (Fin 2) ℂ := !![0, 1; 1, 0]

/-- The Pauli matrix of the second transverse spin component. -/
def pauliY : Matrix (Fin 2) (Fin 2) ℂ := !![0, -Complex.I; Complex.I, 0]

/-- The spin-up state of a spin one-half. -/
def up : Fin 2 → ℂ := ![1, 0]

/-- The spin-up state is normalised, and for it and the two transverse Pauli matrices the order
parameter is `2i` and the bound by connected fluctuations is an equality. -/
theorem spin_saturates : star up ⬝ᵥ up = 1 ∧ orderParameter up pauliX pauliY = 2 * Complex.I ∧
    ‖orderParameter up pauliX pauliY‖ ^ 2 = connFluct up pauliX * connFluct up pauliY := by
  have h1 : orderParameter up pauliX pauliY = 2 * Complex.I := by
    simp [orderParameter, expval, up, pauliX, pauliY, Matrix.mulVec, dotProduct,
      Matrix.mul_apply, Fin.sum_univ_two]
    try ring
  have h2 : connFluct up pauliX = 2 := by
    simp [connFluct, fluct_eq, lenSq, expval, up, pauliX, Matrix.mulVec, dotProduct,
      Fin.sum_univ_two]
    try norm_num
  have h3 : connFluct up pauliY = 2 := by
    simp [connFluct, fluct_eq, lenSq, expval, up, pauliY, Matrix.mulVec, dotProduct,
      Fin.sum_univ_two]
    try norm_num
  refine ⟨by simp [up, dotProduct, Fin.sum_univ_two], h1, ?_⟩
  rw [h1, h2, h3, norm_mul, Complex.norm_I]
  norm_num

end

end ZeroTemperatureFluctuations
```

The compiler's answer:

```
Try this:
  [apply] ring_nf
  
  The `ring` tactic failed to close the goal. Use `ring_nf` to obtain a normal form.
    
  Note that `ring` works primarily in *commutative* rings. If you have a noncommutative ring, abelian group or module, consider using `noncomm_ring`, `abel` or `module` instead.
Main.lean:60:63: error: unsolved goals
⊢ Complex.I - (![0, -Complex.I] ᵥ* !![0, 1; 1, 0]ᴴ) 0 = Complex.I * 2
```

Cause. The error is in `h1`, the commutator average. `simp` reduced one product to `Complex.I` but left the other as a row vector times `!![0, 1; 1, 0]ᴴ`, with neither the `ᵥ*` product nor the adjoint worked out. The missing entry is `-Complex.I`, so the remaining goal is true, but `ring` cannot evaluate matrix operations. The "Try this" message reports that `ring` did not close the goal and fell back to `ring_nf`. That fallback raised no error for `try` to catch, so the goal stayed open and Lean reported it as unsolved.

The repair first proves `hX`, that `pauliX` equals its own adjoint, by checking the four entries. Rewriting with `hX` removes the adjoint, and unfolding `pauliX` and `pauliY` exposes two explicit 2 × 2 matrices. Each use of `Matrix.mul_fin_two` then turns one of the two products into an explicit matrix. The final `simp` has only to average their difference in the state `up`, so it no longer needs `orderParameter`, the Pauli definitions or `Matrix.mul_apply` in its list.

Lean accepts the file once it reads:

```diff
@@ -59,6 +59,9 @@
     ‖orderParameter up pauliX pauliY‖ ^ 2 = connFluct up pauliX * connFluct up pauliY := by
   have h1 : orderParameter up pauliX pauliY = 2 * Complex.I := by
-    simp [orderParameter, expval, up, pauliX, pauliY, Matrix.mulVec, dotProduct,
-      Matrix.mul_apply, Fin.sum_univ_two]
+    have hX : pauliXᴴ = pauliX := by
+      ext i j
+      fin_cases i <;> fin_cases j <;> simp [pauliX, Matrix.conjTranspose_apply]
+    rw [orderParameter, hX, pauliX, pauliY, Matrix.mul_fin_two, Matrix.mul_fin_two]
+    simp [expval, up, Matrix.mulVec, dotProduct, Fin.sum_univ_two]
     try ring
   have h2 : connFluct up pauliX = 2 := by
```
